# Under McWeeny purification, ‖2P − 1‖ grows at most by the exponential of twice the summed idempotency errors

McWeeny purification replaces an approximate density matrix P by 3P² − 2P³, and its idempotency error is ‖P − P²‖. The theorem says that after k steps the norm of 2P_k − 1 is at most ‖2P − 1‖ times the exponential of twice the sum of the errors of the iterates P_0, …, P_{k−1}. Here P is any element of a normed ring; it need not be Hermitian or close to idempotent, and convergence of the iteration is neither assumed nor claimed. The proof is by induction on k: the new 2P_{k+1} − 1 is written as (2P_k − 1) + 2(P_k − P_k²)(2P_k − 1), and the triangle inequality, the submultiplicativity of the norm and 1 + x ≤ eˣ give the bound.

An attempt in Lean 4 with a fault in it:

```lean
import Mathlib

open Filter Topology

namespace NormReflectionLe

noncomputable section

variable {R : Type*} [NormedRing R]

/-- One McWeeny purification step, `P ↦ 3P² - 2P³`. -/
def mcweeny (P : R) : R := 3 * P ^ 2 - 2 * P ^ 3

/-- The McWeeny iterates `P_k` of a starting density matrix `P`. -/
def purify (P : R) : ℕ → R
  | 0 => P
  | k + 1 => mcweeny (purify P k)

/-- The idempotency error `‖P - P²‖` of an approximate density matrix. -/
def idemError (P : R) : ℝ := ‖P - P ^ 2‖

/-- The norm of `2P_k - 1` is at most that of `2P - 1` times the exponential of twice the sum of the
idempotency errors of the earlier iterates. -/
theorem norm_reflection_le (P : R) (k : ℕ) :
    ‖2 * purify P k - 1‖ ≤
      ‖2 * P - 1‖ * Real.exp (2 * ∑ j ∈ Finset.range k, idemError (purify P j)) := by
  induction k with
  | zero => simp [purify]
  | succ k ih =>
    rw [Finset.sum_range_succ, mul_add, Real.exp_add, ← mul_assoc]
    change ‖2 * mcweeny (purify P k) - 1‖ ≤ _
    have key : 2 * mcweeny (purify P k) - 1 = (2 * purify P k - 1) +
        2 • ((purify P k - purify P k ^ 2) * (2 * purify P k - 1)) := by
      unfold mcweeny
      noncomm_ring
    have t := norm_add_le (2 * purify P k - 1)
      (2 • ((purify P k - purify P k ^ 2) * (2 * purify P k - 1)))
    have n2 : ‖2 • ((purify P k - purify P k ^ 2) * (2 * purify P k - 1))‖ ≤
        2 * ‖(purify P k - purify P k ^ 2) * (2 * purify P k - 1)‖ := by
      exact_mod_cast norm_nsmul_le (n := 2)
        (a := (purify P k - purify P k ^ 2) * (2 * purify P k - 1))
    have m : ‖(purify P k - purify P k ^ 2) * (2 * purify P k - 1)‖ ≤
        idemError (purify P k) * ‖2 * purify P k - 1‖ := norm_mul_le _ _
    have e := Real.add_one_le_exp (2 * idemError (purify P k))
    rw [key]
    calc _ ≤ ‖2 * purify P k - 1‖ * (2 * idemError (purify P k) + 1) := by linarith
      _ ≤ ‖2 * purify P k - 1‖ * Real.exp (2 * idemError (purify P k)) :=
          mul_le_mul_of_nonneg_left e (norm_nonneg _)
      _ ≤ _ := mul_le_mul_of_nonneg_right ih (Real.exp_pos _).le

end

end NormReflectionLe
```

The error:

```
Main.lean:40:6: error: mod_cast has type
  norm.{0} (2 • ((purify P k - purify P k ^ 2) * (2 * purify P k - 1))) ≤
    2 * ‖(purify P k - purify P k ^ 2) * (2 * purify P k - 1)‖
but is expected to have type
  norm.{u_1} (2 • ((purify P k - purify P k ^ 2) * (2 * purify P k - 1))) ≤
    2 * ‖(purify P k - purify P k ^ 2) * (2 * purify P k - 1)‖
Main.lean:41:28: error(lean.synthInstanceFailed): failed to synthesize instance of type class
  HPow R R R

Hint: Type class instance resolution failures can be inspected with the `set_option trace.Meta.synthInstance true` command.
Main.lean:41:14: error(lean.synthInstanceFailed): failed to synthesize instance of type class
  HMul R R ℕ

Hint: Type class instance resolution failures can be inspected with the `set_option trace.Meta.synthInstance true` command.
Main.lean:40:21: error(lean.synthInstanceFailed): failed to synthesize instance of type class
  SeminormedAddGroup ℕ

Hint: Type class instance resolution failures can be inspected with the `set_option trace.Meta.synthInstance true` command.
```

The failure is in how Lean read the argument `a` given to `norm_nsmul_le`, not in the inequality. The messages show the types it arrived at: `HPow R R R` means the exponent 2 was taken as an element of `R` instead of a natural number, and `HMul R R ℕ` means the product of two elements of `R` was expected to lie in `ℕ`. The lemma was thus being applied to `ℕ`, for which Lean found no `SeminormedAddGroup` instance. The mismatch between `norm.{0}` and `norm.{u_1}` has the same source: `ℕ` lives in universe 0, `R` in universe `u_1`, so two inequalities that print alike are different.

The repair first proves `double` for a variable `x : R`. With `a := x` the type is settled and there are no powers or products to interpret, so `exact_mod_cast` has only to reconcile the natural number 2 cast to the reals with the real numeral 2. Then `exact double _` takes the long product from the goal, where its types are already right, instead of having Lean read it afresh.

After these edits no error is left:

```diff
@@ -38,6 +38,7 @@
     have n2 : ‖2 • ((purify P k - purify P k ^ 2) * (2 * purify P k - 1))‖ ≤
         2 * ‖(purify P k - purify P k ^ 2) * (2 * purify P k - 1)‖ := by
-      exact_mod_cast norm_nsmul_le (n := 2)
-        (a := (purify P k - purify P k ^ 2) * (2 * purify P k - 1))
+      have double : ∀ x : R, ‖2 • x‖ ≤ 2 * ‖x‖ := fun x => by
+        exact_mod_cast norm_nsmul_le (n := 2) (a := x)
+      exact double _
     have m : ‖(purify P k - purify P k ^ 2) * (2 * purify P k - 1)‖ ≤
         idemError (purify P k) * ‖2 * purify P k - 1‖ := norm_mul_le _ _
```
